# The 1/N² finite-size error in the energy per site of half-filled Hückel rings

For a half-filled Hückel ring of N sites with unit hopping and binding energy E, N²(E/N − 4/π) tends to 2π/3 along N = 4n+2 and to −4π/3 along N = 4n. In this non-interacting, one-parameter model, these limits divided by N² give the leading error in the binding energy per site of the infinite chain, with one site per cell, when it is sampled on a uniform k mesh that contains Γ and has an even number N of points. The electronic energy is −E, so its error has the opposite sign.

In Lean 4 with Mathlib:

```lean
import Mathlib

open Filter
open scoped Real Topology

namespace HueckelRingAsymptotics

noncomputable section
```

## A closed ring of at least three sites

`ringHopping` sets site energies to zero and all bonds equal; its entries are in units of the hopping integral β.

```lean
/-- The Hueckel Hamiltonian of a ring of `N` sites in units of the hopping integral:
the entry is 1 for neighbouring sites, the last and the first included, and 0 otherwise. -/
def ringHopping (N : ℕ) : Matrix (Fin N) (Fin N) ℝ := Matrix.of fun i j =>
  if (i : ℕ) + 1 = j ∨ (j : ℕ) + 1 = i ∨ ((i : ℕ) + 1 = N ∧ (j : ℕ) = 0) ∨
    ((j : ℕ) + 1 = N ∧ (i : ℕ) = 0) then 1 else 0
```

`halfFilledEnergy` doubly occupies the N/2 highest matrix eigenvalues, the lowest orbitals for β < 0.

```lean
/-- For a symmetric matrix of even size `N`, the half-filled binding energy: twice the greatest sum
of `N/2` eigenvalues, taken from the real roots of the characteristic polynomial with multiplicity.
-/
def halfFilledEnergy {N : ℕ} (A : Matrix (Fin N) (Fin N) ℝ) : ℝ :=
  sSup {E | ∃ s ≤ A.charpoly.roots, s.card = N / 2 ∧ E = 2 * s.sum}
```

With x = π/N and any fixed natural number m, which only sets the momentum where the count starts, the levels for k = 0, …, N−1 are

ε_k = 2cos(2(k−m)x).

```lean
/-- The level `2 cos (2π(k - m)/N)`, for `N > 0`, with momenta counted from `-m`. -/
def ringLevel (N m k : ℕ) : ℝ := 2 * Real.cos (2 * ((k : ℝ) - m) * (π / N))
```

A plane wave has amplitude ζ^i on site i, and closure of the ring requires ζ^N = 1. The neighbours of site i contribute ζ·ζ^i and ζ⁻¹·ζ^i, so the eigenvalue is ζ+ζ⁻¹, or ε_k for phase 2(k−m)x. `3 ≤ N` keeps the neighbours distinct: two sites have eigenvalues ±1, not ±2.

```lean
/-- On a ring of at least three sites, a plane wave with phase factor `ζ`, `ζ ^ N = 1`,
is an eigenvector of the hopping matrix with eigenvalue `ζ + ζ⁻¹`. -/
theorem plane_wave {N : ℕ} (hN : 3 ≤ N) {ζ : ℂ} (hζ : ζ ^ N = 1) (i : Fin N) :
    ∑ j : Fin N, ζ ^ (j : ℕ) * (ringHopping N j i : ℂ) = (ζ + ζ⁻¹) * ζ ^ (i : ℕ) := by
  have hi := i.isLt
  have h0 : ζ ≠ 0 := by
    intro h
    rw [h, zero_pow (by omega)] at hζ
    exact zero_ne_one hζ
  -- the two neighbours of site `i`
  obtain ⟨p, hp⟩ : ∃ p : Fin N, (i : ℕ) + 1 = p ∨ ((i : ℕ) + 1 = N ∧ (p : ℕ) = 0) := by
    by_cases h : (i : ℕ) + 1 = N
    · exact ⟨⟨0, by omega⟩, Or.inr ⟨h, rfl⟩⟩
    · exact ⟨⟨i + 1, by omega⟩, Or.inl rfl⟩
  obtain ⟨q, hq⟩ : ∃ q : Fin N, (q : ℕ) + 1 = i ∨ ((q : ℕ) + 1 = N ∧ (i : ℕ) = 0) := by
    by_cases h : (i : ℕ) = 0
    · exact ⟨⟨N - 1, by omega⟩, Or.inr ⟨by simp only []; omega, h⟩⟩
    · exact ⟨⟨i - 1, by omega⟩, Or.inl (by simp only []; omega)⟩
  have hH : ∀ j : Fin N, (ringHopping N j i : ℂ) =
      (if j = p then 1 else 0) + (if j = q then 1 else 0) := by
    intro j
    have hj := j.isLt
    simp only [ringHopping, Matrix.of_apply, Fin.ext_iff]
    split_ifs <;> first | (exfalso; omega) | simp
  have hp' : ζ ^ (p : ℕ) = ζ * ζ ^ (i : ℕ) := by
    rcases hp with h | ⟨h, h'⟩
    · rw [← h, pow_succ']
    · rw [h', ← pow_succ', h, hζ, pow_zero]
  have hq' : ζ * ζ ^ (q : ℕ) = ζ ^ (i : ℕ) := by
    rcases hq with h | ⟨h, h'⟩
    · rw [← pow_succ', h]
    · rw [← pow_succ', h, hζ, h', pow_zero]
  simp only [hH, mul_add, Finset.sum_add_distrib, mul_ite, mul_one, mul_zero,
    Finset.sum_ite_eq', Finset.mem_univ, if_true]
  rw [hp', add_mul, ← hq', inv_mul_cancel_left₀ h0]
```

The N distinct waves form an invertible Vandermonde matrix, which diagonalises the Hamiltonian and yields all multiplicities.

```lean
/-- The full spectrum of a ring of at least three sites, with multiplicity: the levels
`2 cos (2π(k - m)/N)` for `k = 0, ..., N - 1`, whatever the starting momentum `-m`. -/
theorem ring_charpoly {N : ℕ} (hN : 3 ≤ N) (m : ℕ) : (ringHopping N).charpoly =
    ∏ k ∈ Finset.range N, (Polynomial.X - Polynomial.C (ringLevel N m k)) := by
  obtain ⟨ω, hω⟩ : ∃ ω, ω = Complex.exp (2 * π * Complex.I / N) := ⟨_, rfl⟩
  have hprim : IsPrimitiveRoot ω N := hω ▸ Complex.isPrimitiveRoot_exp N (by omega)
  have hω0 : ω ≠ 0 := hω ▸ Complex.exp_ne_zero _
  obtain ⟨ζ, hζ⟩ : ∃ ζ : Fin N → ℂ, ζ = fun k : Fin N => ω ^ (k : ℕ) * (ω ^ m)⁻¹ :=
    ⟨_, rfl⟩
  have hpow : ∀ a : ℕ, (ω ^ a) ^ N = 1 := fun a => by
    rw [← pow_mul, mul_comm, pow_mul, hprim.pow_eq_one, one_pow]
  have hζN : ∀ k, ζ k ^ N = 1 := fun k => by
    simp only [hζ, mul_pow, inv_pow, hpow, inv_one, mul_one]
  have hinj : Function.Injective ζ := by
    intro k l h
    simp only [hζ] at h
    exact Fin.ext (hprim.pow_inj k.isLt l.isLt
      (mul_right_cancel₀ (inv_ne_zero (pow_ne_zero m hω0)) h))
  have hlev : ∀ k : Fin N, ζ k + (ζ k)⁻¹ = (ringLevel N m k : ℂ) := by
    intro k
    have he : ζ k = Complex.exp (((2 * ((k : ℝ) - m) * (π / N) : ℝ) : ℂ) * Complex.I) := by
      simp only [hζ, hω]
      rw [← Complex.exp_nat_mul, ← Complex.exp_nat_mul, ← Complex.exp_neg, ← Complex.exp_add]
      congr 1
      push_cast
      ring
    rw [he, ← Complex.exp_neg, ringLevel]
    push_cast
    rw [Complex.cos, neg_mul]
    ring
  -- the matrix of plane waves is invertible and diagonalises the Hamiltonian
  have hdet : IsUnit (Matrix.vandermonde ζ).det :=
    isUnit_iff_ne_zero.2 (Matrix.det_vandermonde_ne_zero_iff.2 hinj)
  have hV : Matrix.vandermonde ζ * (ringHopping N).map Complex.ofRealHom =
      Matrix.diagonal (fun k : Fin N => (ringLevel N m k : ℂ)) * Matrix.vandermonde ζ := by
    ext k i
    rw [Matrix.mul_apply, Matrix.diagonal_mul]
    simp only [Matrix.vandermonde_apply, Matrix.map_apply, Complex.ofRealHom_eq_coe]
    rw [plane_wave hN (hζN k), hlev]
  have hH : (ringHopping N).map Complex.ofRealHom = (Matrix.vandermonde ζ)⁻¹ *
      (Matrix.diagonal (fun k : Fin N => (ringLevel N m k : ℂ)) * Matrix.vandermonde ζ) := by
    rw [← hV, ← mul_assoc, Matrix.nonsing_inv_mul _ hdet, one_mul]
  apply Polynomial.map_injective Complex.ofRealHom Complex.ofRealHom.injective
  rw [← Matrix.charpoly_map, hH, Matrix.charpoly_mul_comm, mul_assoc,
    Matrix.mul_nonsing_inv _ hdet, mul_one,
    Matrix.charpoly_of_isUpperTriangular _ (Matrix.blockTriangular_diagonal _),
    Finset.prod_range, Polynomial.map_prod]
  simp
```

## A Fermi level between filled and empty levels

`hocc` and `hvir` supply the threshold μ. Any N/2 levels sum to at most (N/2)μ plus the total excess above μ; the first N/2 attain this. Without the ordering, levels −1, 1 would give −2 instead of 2.

```lean
/-- Aufbau principle: if the first `N/2` of the `N` levels lie at or above `μ` and the others
at or below it, the binding energy is twice the sum of the first `N/2` levels. -/
theorem aufbau {N : ℕ} {A : Matrix (Fin N) (Fin N) ℝ} (ε : ℕ → ℝ) (μ : ℝ)
    (hA : A.charpoly = ∏ k ∈ Finset.range N, (Polynomial.X - Polynomial.C (ε k)))
    (hocc : ∀ k < N / 2, μ ≤ ε k) (hvir : ∀ k, N / 2 ≤ k → k < N → ε k ≤ μ) :
    halfFilledEnergy A = 2 * ∑ k ∈ Finset.range (N / 2), ε k := by
  have hroots : A.charpoly.roots = (Finset.range N).val.map ε := by
    rw [hA, ← Polynomial.roots_multiset_prod_X_sub_C ((Finset.range N).val.map ε),
      Multiset.map_map]
    rfl
  have hsub : Finset.range (N / 2) ⊆ Finset.range N := Finset.range_mono (Nat.div_le_self N 2)
  unfold halfFilledEnergy
  refine IsGreatest.csSup_eq ⟨⟨(Finset.range (N / 2)).val.map ε, ?_, by simp, rfl⟩, ?_⟩
  · rw [hroots]
    exact Multiset.map_le_map (Finset.val_le_iff.2 hsub)
  rintro E ⟨s, hs, hcard, rfl⟩
  -- any selection is bounded by the total excess of the levels over `μ`
  have h1 : ∀ t : Multiset ℝ,
      t.sum ≤ t.card * μ + (t.map fun x => max (x - μ) 0).sum := by
    intro t
    induction t using Multiset.induction_on with
    | empty => simp
    | cons a t ih =>
      simp only [Multiset.sum_cons, Multiset.card_cons, Multiset.map_cons, Nat.cast_add,
        Nat.cast_one]
      linarith [le_max_left (a - μ) 0]
  obtain ⟨t, ht⟩ := Multiset.le_iff_exists_add.1 hs
  have h2 : 0 ≤ (t.map fun x => max (x - μ) 0).sum := by
    refine Multiset.sum_nonneg fun x hx => ?_
    obtain ⟨y, _, rfl⟩ := Multiset.mem_map.1 hx
    exact le_max_right _ _
  have h3 : (s.map fun x => max (x - μ) 0).sum + (t.map fun x => max (x - μ) 0).sum =
      ∑ k ∈ Finset.range N, max (ε k - μ) 0 := by
    rw [← Multiset.sum_add, ← Multiset.map_add, ← ht, hroots, Multiset.map_map]
    rfl
  have h4 : ∑ k ∈ Finset.range N, max (ε k - μ) 0 =
      ∑ k ∈ Finset.range (N / 2), (ε k - μ) := by
    rw [← Finset.sum_subset hsub fun k hk hk' => max_eq_right (sub_nonpos.2
      (hvir k (not_lt.1 fun h => hk' (Finset.mem_range.2 h)) (Finset.mem_range.1 hk)))]
    exact Finset.sum_congr rfl fun k hk =>
      max_eq_left (sub_nonneg.2 (hocc k (Finset.mem_range.1 hk)))
  rw [Finset.sum_sub_distrib, Finset.sum_const, Finset.card_range, nsmul_eq_mul] at h4
  have h5 := h1 s
  rw [hcard] at h5
  linarith
```

## An even number of sites

For N = 4m or 4m+2, μ = 0 works: filled angles lie within ±π/2. The identity

2 sin x cos θ = sin(θ+x) − sin(θ−x)

telescopes (`tele`, by induction) to

E sin x = 2[sin((2(N/2−m)−1)x) + sin((2m+1)x)].

For odd N, `N / 2` rounds down and one electron is missing.

```lean
/-- Summing the occupied levels of a ring with `N = 4m` or `N = 4m + 2` sites, `N ≥ 3`,
leaves only the two boundary terms of a telescoping sum. -/
theorem sin_mul_energy {N m : ℕ} (hN : 3 ≤ N) (hm : N = 4 * m ∨ N = 4 * m + 2) :
    Real.sin (π / N) * halfFilledEnergy (ringHopping N) =
      2 * (Real.sin ((2 * (((N / 2 : ℕ) : ℝ) - m) - 1) * (π / N)) +
        Real.sin ((2 * m + 1) * (π / N))) := by
  have hN0 : (0 : ℝ) < N := by exact_mod_cast (by omega : 0 < N)
  obtain ⟨x, hx⟩ : ∃ x : ℝ, x = π / N := ⟨_, rfl⟩
  have hxN : x * N = π := by rw [hx]; exact div_mul_cancel₀ _ hN0.ne'
  have hx0 : 0 < x := by rw [hx]; positivity
  have hE := aufbau (ringLevel N m) 0 (ring_charpoly hN m)
    (by
      intro k hk
      have h1 : (4 : ℝ) * k ≤ N + 4 * m := by exact_mod_cast (by omega : 4 * k ≤ N + 4 * m)
      have h2 : (4 : ℝ) * m ≤ N + 4 * k := by exact_mod_cast (by omega : 4 * m ≤ N + 4 * k)
      have a1 := mul_le_mul_of_nonneg_right h1 hx0.le
      have a2 := mul_le_mul_of_nonneg_right h2 hx0.le
      rw [ringLevel, ← hx]
      exact mul_nonneg zero_le_two
        (Real.cos_nonneg_of_neg_pi_div_two_le_of_le (by linarith) (by linarith)))
    (by
      intro k hk hk'
      have h1 : (N : ℝ) + 4 * m ≤ 4 * k := by exact_mod_cast (by omega : N + 4 * m ≤ 4 * k)
      have h2 : (4 : ℝ) * k ≤ 3 * N + 4 * m := by
        exact_mod_cast (by omega : 4 * k ≤ 3 * N + 4 * m)
      have a1 := mul_le_mul_of_nonneg_right h1 hx0.le
      have a2 := mul_le_mul_of_nonneg_right h2 hx0.le
      rw [ringLevel, ← hx]
      have := Real.cos_nonpos_of_pi_div_two_le_of_le
        (x := 2 * ((k : ℝ) - m) * x) (by linarith) (by linarith)
      linarith)
  have tele : ∀ M : ℕ, Real.sin x * ∑ k ∈ Finset.range M, ringLevel N m k =
      Real.sin ((2 * ((M : ℝ) - m) - 1) * x) + Real.sin ((2 * m + 1) * x) := by
    intro M
    induction M with
    | zero =>
      simp only [Finset.range_zero, Finset.sum_empty, mul_zero, Nat.cast_zero]
      rw [show (2 * ((0 : ℝ) - m) - 1) * x = -((2 * m + 1) * x) by ring, Real.sin_neg]
      ring
    | succ M ih =>
      rw [Finset.sum_range_succ, mul_add, ih, ringLevel, ← hx, Nat.cast_succ,
        show (2 * ((M : ℝ) + 1 - m) - 1) * x = 2 * ((M : ℝ) - m) * x + x by ring,
        show (2 * ((M : ℝ) - m) - 1) * x = 2 * ((M : ℝ) - m) * x - x by ring,
        Real.sin_add, Real.sin_sub]
      ring
  rw [← hx, hE]
  linear_combination 2 * tele (N / 2)
```

Take m = n. Both sines equal 1 for N = 4n+2 and cos x for N = 4n, so E = 4/sin x or 4cos x/sin x.

Diagonalising benzene's matrix gives 2, 1, 1, −1, −1, −2, hence E = 8 = 4/sin(π/6). `1 ≤ n` excludes two sites, where E = 2 but the formula gives 4.

```lean
/-- For `n ≥ 1`, the binding energy is `4 / sin (π/N)` on a ring of `N = 4n + 2` sites and
`4 cos (π/N) / sin (π/N)` on a ring of `N = 4n` sites. -/
theorem ring_energy {n : ℕ} (hn : 1 ≤ n) :
    halfFilledEnergy (ringHopping (4 * n + 2)) = 4 / Real.sin (π / ((4 * n + 2 : ℕ) : ℝ)) ∧
    halfFilledEnergy (ringHopping (4 * n)) =
      4 * Real.cos (π / ((4 * n : ℕ) : ℝ)) / Real.sin (π / ((4 * n : ℕ) : ℝ)) := by
  have hs : ∀ N : ℕ, 1 < N → 0 < Real.sin (π / (N : ℝ)) := fun N hN => by
    have h1 : (1 : ℝ) < N := by exact_mod_cast hN
    exact Real.sin_pos_of_pos_of_lt_pi (div_pos Real.pi_pos (by linarith))
      (div_lt_self Real.pi_pos h1)
  have hc : ∀ N : ℕ, 1 < N → π / (N : ℝ) * N = π := fun N hN =>
    div_mul_cancel₀ _ (by exact_mod_cast (by omega : N ≠ 0))
  constructor
  · have h := sin_mul_energy (N := 4 * n + 2) (m := n) (by omega) (Or.inr rfl)
    have hsin := hs (4 * n + 2) (by omega)
    have hxN := hc (4 * n + 2) (by omega)
    rw [show (4 * n + 2) / 2 = 2 * n + 1 by omega] at h
    generalize π / ((4 * n + 2 : ℕ) : ℝ) = x at h hsin hxN ⊢
    push_cast at hxN
    have e1 : (2 * (((2 * n + 1 : ℕ) : ℝ) - n) - 1) * x = π / 2 := by
      push_cast
      linarith
    have e2 : (2 * (n : ℝ) + 1) * x = π / 2 := by linarith
    rw [e1, e2, Real.sin_pi_div_two] at h
    rw [eq_div_iff hsin.ne']
    linarith
  · have h := sin_mul_energy (N := 4 * n) (m := n) (by omega) (Or.inl rfl)
    have hsin := hs (4 * n) (by omega)
    have hxN := hc (4 * n) (by omega)
    rw [show 4 * n / 2 = 2 * n by omega] at h
    generalize π / ((4 * n : ℕ) : ℝ) = x at h hsin hxN ⊢
    push_cast at hxN
    have e1 : (2 * (((2 * n : ℕ) : ℝ) - n) - 1) * x = π / 2 - x := by
      push_cast
      linarith
    have e2 : (2 * (n : ℝ) + 1) * x = x + π / 2 := by linarith
    rw [e1, e2, Real.sin_pi_div_two_sub, Real.sin_add_pi_div_two] at h
    rw [eq_div_iff hsin.ne']
    linarith
```

## Growing n

Writing E = 4y,

N²(E/N − 4/π) = 4π(y − 1/x)/x,

with x → 0. A squeeze handles the Taylor bounds.

```lean
/-- If `g x` differs from `c x ^ p` by at most `x ^ (p + 1)` for `0 < x < 1`, then
`g x / x ^ p` tends to `c` as `x` tends to zero from above. -/
theorem tendsto_div_pow {g : ℝ → ℝ} {c : ℝ} (p : ℕ)
    (h : ∀ x, 0 < x → x < 1 → (c - x) * x ^ p ≤ g x ∧ g x ≤ (c + x) * x ^ p) :
    Tendsto (fun x => g x / x ^ p) (𝓝[>] 0) (𝓝 c) := by
  have hl : Tendsto (fun x : ℝ => c - x) (𝓝[>] 0) (𝓝 c) :=
    ((continuous_const.sub continuous_id).tendsto' 0 c (by simp)).mono_left nhdsWithin_le_nhds
  have hr : Tendsto (fun x : ℝ => c + x) (𝓝[>] 0) (𝓝 c) :=
    ((continuous_const.add continuous_id).tendsto' 0 c (by simp)).mono_left nhdsWithin_le_nhds
  have h1 : Set.Iio (1 : ℝ) ∈ 𝓝[>] (0 : ℝ) :=
    mem_nhdsWithin_of_mem_nhds (Iio_mem_nhds (by norm_num))
  refine tendsto_of_tendsto_of_tendsto_of_le_of_le' hl hr ?_ ?_
  · filter_upwards [self_mem_nhdsWithin, h1] with x hx hx1
    exact (le_div_iff₀ (pow_pos hx p)).2 (h x hx hx1).1
  · filter_upwards [self_mem_nhdsWithin, h1] with x hx hx1
    exact (div_le_iff₀ (pow_pos hx p)).2 (h x hx hx1).2
```

They give

(x−sin x)/x³ → 1/6, (1−cos x)/x² → 1/2, sin x/x → 1.

Dividing the first, or the first minus the second, by the third gives 1/6 or −1/3 for (y − 1/x)/x.

```lean
/-- As `x` tends to zero from above, `(1/sin x - 1/x)/x` tends to `1/6` and
`(cos x/sin x - 1/x)/x` tends to `-1/3`. -/
theorem small_angle_limits :
    Tendsto (fun x : ℝ => (1 / Real.sin x - 1 / x) / x) (𝓝[>] 0) (𝓝 (1 / 6)) ∧
    Tendsto (fun x : ℝ => (Real.cos x / Real.sin x - 1 / x) / x) (𝓝[>] 0) (𝓝 (-1 / 3)) := by
  have hsin : ∀ x : ℝ, 0 < x → x < 1 → _ := fun x h0 h1 =>
    abs_le.1 (Real.sin_bound (x := x) (by rw [abs_of_pos h0]; exact h1.le))
  have hcos : ∀ x : ℝ, 0 < x → x < 1 → _ := fun x h0 h1 =>
    abs_le.1 (Real.cos_bound (x := x) (by rw [abs_of_pos h0]; exact h1.le))
  have A : Tendsto (fun x : ℝ => (x - Real.sin x) / x ^ 3) (𝓝[>] 0) (𝓝 (1 / 6)) := by
    refine tendsto_div_pow 3 fun x h0 h1 => ?_
    have hb := hsin x h0 h1
    rw [abs_of_pos h0] at hb
    have h4 := pow_pos h0 4
    constructor <;> nlinarith [hb.1, hb.2]
  have B : Tendsto (fun x : ℝ => (1 - Real.cos x) / x ^ 2) (𝓝[>] 0) (𝓝 (1 / 2)) := by
    refine tendsto_div_pow 2 fun x h0 h1 => ?_
    have hb := hcos x h0 h1
    rw [abs_of_pos h0] at hb
    have h4 := pow_pos h0 4
    have h43 : x ^ 4 ≤ x ^ 3 := pow_le_pow_of_le_one h0.le h1.le (by norm_num)
    constructor <;> nlinarith [hb.1, hb.2]
  have S : Tendsto (fun x : ℝ => Real.sin x / x ^ 1) (𝓝[>] 0) (𝓝 1) := by
    refine tendsto_div_pow 1 fun x h0 h1 => ?_
    have hb := hsin x h0 h1
    rw [abs_of_pos h0] at hb
    have h4 := pow_pos h0 4
    have h42 : x ^ 4 ≤ x ^ 2 := pow_le_pow_of_le_one h0.le h1.le (by norm_num)
    have h32 : x ^ 3 ≤ x ^ 2 := pow_le_pow_of_le_one h0.le h1.le (by norm_num)
    constructor <;> nlinarith [hb.1, Real.sin_lt h0, pow_pos h0 2]
  have h1 : Set.Iio (1 : ℝ) ∈ 𝓝[>] (0 : ℝ) :=
    mem_nhdsWithin_of_mem_nhds (Iio_mem_nhds (by norm_num))
  constructor
  · have h := A.div S one_ne_zero
    rw [div_one] at h
    refine h.congr' ?_
    filter_upwards [self_mem_nhdsWithin, h1] with x hx hx1
    have hx0 : x ≠ 0 := ne_of_gt hx
    have hs : Real.sin x ≠ 0 := (Real.sin_pos_of_pos_of_lt_pi hx
      (lt_trans hx1 (by linarith [Real.pi_gt_three]))).ne'
    simp only [Pi.div_apply]
    field_simp
  · have h := (A.sub B).div S one_ne_zero
    rw [show ((1 : ℝ) / 6 - 1 / 2) / 1 = -1 / 3 by norm_num] at h
    refine h.congr' ?_
    filter_upwards [self_mem_nhdsWithin, h1] with x hx hx1
    have hx0 : x ≠ 0 := ne_of_gt hx
    have hs : Real.sin x ≠ 0 := (Real.sin_pos_of_pos_of_lt_pi hx
      (lt_trans hx1 (by linarith [Real.pi_gt_three]))).ne'
    simp only [Pi.div_apply]
    field_simp
    ring
```

Multiplying by 4π gives the stated limits.

```lean
/-- Finite-size law of half-filled Hueckel rings: `N² (E/N - 4/π)` tends to `2π/3` along
`N = 4n + 2` and to `-4π/3` along `N = 4n`. -/
theorem ring_finite_size :
    Tendsto (fun n : ℕ => ((4 * n + 2 : ℕ) : ℝ) ^ 2 *
      (halfFilledEnergy (ringHopping (4 * n + 2)) / ((4 * n + 2 : ℕ) : ℝ) - 4 / π))
      atTop (𝓝 (2 * π / 3)) ∧
    Tendsto (fun n : ℕ => ((4 * n : ℕ) : ℝ) ^ 2 *
      (halfFilledEnergy (ringHopping (4 * n)) / ((4 * n : ℕ) : ℝ) - 4 / π))
      atTop (𝓝 (-4 * π / 3)) := by
  -- with `x = π/N` the scaled deviation is `4π (y x - 1/x)/x`, where `E = 4 y x`
  have key : ∀ (y : ℝ → ℝ) (c : ℝ) (u : ℕ → ℕ) (E : ℕ → ℝ), (∀ n, n ≤ u n) →
      Tendsto (fun x => (y x - 1 / x) / x) (𝓝[>] 0) (𝓝 c) →
      (∀ n, 1 ≤ n → E n = 4 * y (π / (u n : ℝ))) →
      Tendsto (fun n => (u n : ℝ) ^ 2 * (E n / (u n : ℝ) - 4 / π)) atTop
        (𝓝 (4 * π * c)) := by
    intro y c u E hu hy hE
    have hpos : ∀ n, 1 ≤ n → (0 : ℝ) < u n := fun n hn => by
      exact_mod_cast lt_of_lt_of_le hn (hu n)
    have hx : Tendsto (fun n => π / (u n : ℝ)) atTop (𝓝[>] 0) := by
      refine tendsto_nhdsWithin_iff.2 ⟨(tendsto_const_div_atTop_nhds_zero_nat π).comp
        (tendsto_atTop_mono hu tendsto_id), ?_⟩
      filter_upwards [eventually_ge_atTop 1] with n hn
      exact div_pos Real.pi_pos (hpos n hn)
    refine ((hy.comp hx).const_mul (4 * π)).congr' ?_
    filter_upwards [eventually_ge_atTop 1] with n hn
    have h0 := (hpos n hn).ne'
    have hpi := Real.pi_ne_zero
    rw [hE n hn]
    simp only [Function.comp_apply]
    generalize y (π / (u n : ℝ)) = z
    field_simp
  constructor
  · have h := key (fun x => 1 / Real.sin x) (1 / 6) (fun n => 4 * n + 2)
      (fun n => halfFilledEnergy (ringHopping (4 * n + 2))) (fun n => by omega)
      small_angle_limits.1 (fun n hn => by rw [(ring_energy hn).1]; ring)
    rw [show 4 * π * (1 / 6) = 2 * π / 3 by ring] at h
    exact h
  · have h := key (fun x => Real.cos x / Real.sin x) (-1 / 3) (fun n => 4 * n)
      (fun n => halfFilledEnergy (ringHopping (4 * n))) (fun n => by omega)
      small_angle_limits.2 (fun n hn => by rw [(ring_energy hn).2]; ring)
    rw [show 4 * π * (-1 / 3) = -4 * π / 3 by ring] at h
    exact h
```

Without the limit, the sign survives for every n ≥ 1: sin x < x < tan x puts E/N above 4/π for 4n+2 sites and below it for 4n.

```lean
/-- For every `n ≥ 1`, the binding energy per site lies strictly above `4/π` on a ring of
`4n + 2` sites and strictly below `4/π` on a ring of `4n` sites. -/
theorem ring_energy_per_site {n : ℕ} (hn : 1 ≤ n) :
    4 / π < halfFilledEnergy (ringHopping (4 * n + 2)) / ((4 * n + 2 : ℕ) : ℝ) ∧
    halfFilledEnergy (ringHopping (4 * n)) / ((4 * n : ℕ) : ℝ) < 4 / π := by
  have key : ∀ N : ℝ, 2 < N → 4 / π < 4 / Real.sin (π / N) / N ∧
      4 * Real.cos (π / N) / Real.sin (π / N) / N < 4 / π := by
    intro N hN
    have hN0 : 0 < N := by linarith
    have hx0 : 0 < π / N := div_pos Real.pi_pos hN0
    have hx2 : π / N < π / 2 := div_lt_div_of_pos_left Real.pi_pos two_pos hN
    have hxN : π / N * N = π := div_mul_cancel₀ _ hN0.ne'
    generalize π / N = x at hx0 hx2 hxN ⊢
    have hs : 0 < Real.sin x :=
      Real.sin_pos_of_pos_of_lt_pi hx0 (by linarith [Real.pi_pos])
    have hc : 0 < Real.cos x := Real.cos_pos_of_mem_Ioo ⟨by linarith, hx2⟩
    have ht := Real.lt_tan hx0 hx2
    rw [Real.tan_eq_sin_div_cos, lt_div_iff₀ hc] at ht
    have h1 := mul_lt_mul_of_pos_right (Real.sin_lt hx0) hN0
    have h2 := mul_lt_mul_of_pos_right ht hN0
    have h3 : x * Real.cos x * N = Real.cos x * π := by
      linear_combination Real.cos x * hxN
    rw [div_div, div_div, div_lt_div_iff₀ Real.pi_pos (mul_pos hs hN0),
      div_lt_div_iff₀ (mul_pos hs hN0) Real.pi_pos]
    constructor <;> linarith
  rw [(ring_energy hn).1, (ring_energy hn).2]
  exact ⟨(key _ (by exact_mod_cast (by omega : 2 < 4 * n + 2))).1,
    (key _ (by exact_mod_cast (by omega : 2 < 4 * n))).2⟩

end

end HueckelRingAsymptotics
```

```lean
#print axioms HueckelRingAsymptotics.ring_finite_size
#print axioms HueckelRingAsymptotics.ring_energy_per_site
```

```
'HueckelRingAsymptotics.ring_finite_size' depends on axioms: [propext, Classical.choice, Quot.sound]
'HueckelRingAsymptotics.ring_energy_per_site' depends on axioms: [propext, Classical.choice, Quot.sound]
```
